# The shell-sum potential of a uniform ball of unit charge never exceeds 1/r and equals it exactly for r ≥ R

To get the potential of a charged ball checked by machine I first have to fix what it is, and I am content to define it as a sum over thin spherical shells, a shell of radius \(s\) contributing \(1/\max(r,s)\) per unit charge (in units with \(4\pi\varepsilon_0 = 1\)) at distance \(r\) from the centre. For a unit charge spread uniformly over a ball of radius \(R\), I expect a parabola in \(r\) inside, the point-charge value \(1/r\) outside, and never more than \(1/r\), so that a point charge at the centre of a ball of equal and opposite charge is fully screened from \(R\) outward and only partly screened closer in. Can this be made rigorous for all \(r, R > 0\), the surface included, and verified in Lean? I would also like to see the field and the self-energy come out of the same definition.

## The shell sum and its closed forms

Yes, with that definition all of it can be proved. Take units with \(4\pi\varepsilon_0 = 1\). The charge density is \(3/(4\pi R^3)\), so the shell between \(s\) and \(s + ds\) carries charge \(3s^2\,ds/R^3\), and
\[
V(R,r) = \frac{3}{R^3}\int_0^R \frac{s^2}{\max(r,s)}\,ds .
\]
The kernel \(1/\max(r,s)\) stands for the Coulomb potential of a unit charge smeared evenly over a sphere of radius \(s\): it is \(1/r\) outside the shell and the constant \(1/s\) inside it.

Shells of radius up to \(a\), with \(0 < a \le r\), have \(\max(r,s) = r\), and shells between \(r\) and \(b \ge r\) have \(\max(r,s) = s\). Hence
\[
\int_0^a \frac{s^2}{r}\,ds = \frac{a^3}{3r}, \qquad \int_r^b s\,ds = \frac{b^2 - r^2}{2}.
\]
For \(r \ge R\) every shell is of the first kind; with \(a = R\),
\[
V = \frac{3}{R^3}\cdot\frac{R^3}{3r} = \frac1r .
\]
For \(r \le R\) the integral splits at \(s = r\); with \(a = r\) and \(b = R\),
\[
V = \frac{3}{R^3}\left[\frac{r^2}{3} + \frac{R^2 - r^2}{2}\right] = \frac{3R^2 - r^2}{2R^3}.
\]
Subtracting this from \(1/r\) over a common denominator gives
\[
\frac1r - V = \frac{2R^3 - 3R^2 r + r^3}{2R^3 r} = \frac{(R-r)^2(2R+r)}{2R^3 r},
\]
as one confirms by expanding \((R^2 - 2Rr + r^2)(2R + r)\). Every factor is positive for \(0 < r < R\), so \(V < 1/r\) there, while \(V = 1/r\) for \(r \ge R\). This gives both the bound and its equality case.

Three further results follow from the closed forms. For a scale factor \(c > 0\), the condition \(r \le R\) is equivalent to \(cr \le cR\), and
\[
\frac{3c^2R^2 - c^2r^2}{2c^3R^3} = \frac1c\,\frac{3R^2 - r^2}{2R^3}, \qquad \frac{1}{cr} = \frac1c\,\frac1r ,
\]
so \(V(cR, cr) = V(R,r)/c\). Next, let \(Q(r) = \min(r,R)^3/R^3\) be the charge within distance \(r\) of the centre. Inside, \(dV/dr = -r/R^3 = -(r^3/R^3)/r^2\); outside, \(dV/dr = -1/r^2\). Both equal \(-Q(r)/r^2\), so the radial electric field \(-dV/dr\) is \(Q(r)/r^2\). At \(r = R\) both one-sided derivatives are \(-1/R^2\), so \(V\) is differentiable on the surface as well. Finally the self-energy \(U\), half the integral of \(V\) against the charge, is
\[
U = \frac12\cdot\frac{3}{R^3}\int_0^R\left(\frac{3r^2}{2R} - \frac{r^4}{2R^3}\right)dr = \frac{3}{2R^3}\left(\frac{R^2}{2} - \frac{R^2}{10}\right) = \frac{3}{5R}.
\]
The factor \(1/2\) counts each pair of charge elements once.

In electronic structure, \(1/r - V\) is the net potential of a point ion of unit charge at the centre of a neutralising sphere of uniform charge, and \(-ZV\) is, with charge measured in units of the elementary charge, the potential energy of an electron near a nucleus of charge \(Z\) modelled as a uniform ball; both are classical, spherically symmetric models with a rigid density that does not respond to other charges.

## The Lean objects and the scope of the theorems

`ballPotential R r` is \(V(R,r)\), with the ball radius as first argument and the distance as second; both are real numbers, and the integral is Mathlib's interval integral over \(s\) from \(0\) to \(R\). `enclosedCharge R r` is \(Q(r)\) and `selfEnergy R` is \(U\). The main theorem `uniform_ball_screening` assumes `0 < R` and `0 < r` and states four things together: the interior formula under `r ≤ R`, the exterior formula under `R ≤ r`, the bound `ballPotential R r ≤ 1 / r`, and the equivalence `ballPotential R r = 1 / r ↔ R ≤ r`. Both formulas include the surface. The centre is excluded, and this matters because Lean sets \(1/0 = 0\), so that at \(r = 0\) the bound would no longer compare \(V\) with a point-charge potential.

No three-dimensional space appears. That \(1/\max(r,s)\) is the angular average of the Coulomb kernel, which is Newton's shell theorem, enters through the definition and is not proved in the code. In the same way \(Q\) and \(U\) are defined by radial formulas. The theorem `gauss_law` is the radial relation \(dV/dr = -Q/r^2\) for this single density, with `HasDerivAt (ballPotential R)` expressing the two-sided derivative in \(r\) at fixed \(R\); fluxes through general surfaces are not involved.

```lean
import Mathlib

open Set Filter Topology

namespace UniformBallScreening

noncomputable section

/-- Potential at distance `r` from the centre of a unit charge spread uniformly over a ball of
radius `R`: the shell of radius `s` carries charge `3 s² ds / R³` and contributes
`1 / max r s` per unit charge. -/
def ballPotential (R r : ℝ) : ℝ :=
  3 / R ^ 3 * ∫ s in (0 : ℝ)..R, s ^ 2 / max r s

/-- Fraction of the charge of the ball lying within distance `r` of the centre. -/
def enclosedCharge (R r : ℝ) : ℝ :=
  min r R ^ 3 / R ^ 3

/-- Electrostatic self-energy of the ball: half the integral of the ball potential against the
radial charge distribution `3 r² dr / R³`. -/
def selfEnergy (R : ℝ) : ℝ :=
  1 / 2 * (3 / R ^ 3 * ∫ r in (0 : ℝ)..R, r ^ 2 * ballPotential R r)

/-- The shells of radius up to `a ≤ r` contribute `a³ / (3 r)` to the shell integral. -/
theorem inner_shells {a r : ℝ} (ha : 0 < a) (har : a ≤ r) :
    ∫ s in (0 : ℝ)..a, s ^ 2 / max r s = a ^ 3 / (3 * r) := by
  have h : ∫ s in (0 : ℝ)..a, s ^ 2 / max r s = ∫ s in (0 : ℝ)..a, s ^ 2 / r := by
    apply intervalIntegral.integral_congr
    intro s hs
    rw [uIcc_of_le ha.le] at hs
    show s ^ 2 / max r s = s ^ 2 / r
    rw [max_eq_left (hs.2.trans har)]
  rw [h, intervalIntegral.integral_div, integral_pow]
  ring

/-- The shells of radius between `r` and `b ≥ r` contribute `(b² - r²) / 2` to the shell
integral. -/
theorem outer_shells {r b : ℝ} (hr : 0 < r) (hrb : r ≤ b) :
    ∫ s in r..b, s ^ 2 / max r s = (b ^ 2 - r ^ 2) / 2 := by
  have h : ∫ s in r..b, s ^ 2 / max r s = ∫ s in r..b, s := by
    apply intervalIntegral.integral_congr
    intro s hs
    rw [uIcc_of_le hrb] at hs
    have hs0 : s ≠ 0 := (hr.trans_le hs.1).ne'
    show s ^ 2 / max r s = s
    rw [max_eq_right hs.1, pow_two, mul_div_assoc, div_self hs0, mul_one]
  rw [h, integral_id]

/-- Outside the ball and on its surface the potential equals `1 / r`. -/
theorem ballPotential_outside {R r : ℝ} (hR : 0 < R) (h : R ≤ r) :
    ballPotential R r = 1 / r := by
  have hR0 : R ≠ 0 := hR.ne'
  have hr0 : r ≠ 0 := (hR.trans_le h).ne'
  rw [ballPotential, inner_shells hR h]
  field_simp

/-- For `0 < r ≤ R` the potential equals `(3 R² - r²) / (2 R³)`. -/
theorem ballPotential_inside {R r : ℝ} (hr : 0 < r) (h : r ≤ R) :
    ballPotential R r = (3 * R ^ 2 - r ^ 2) / (2 * R ^ 3) := by
  have hR0 : R ≠ 0 := (hr.trans_le h).ne'
  have hr0 : r ≠ 0 := hr.ne'
  -- the integrand is continuous since `max r s ≥ r > 0`
  have hf : Continuous fun s : ℝ => s ^ 2 := continuous_pow 2
  have hg : Continuous fun s : ℝ => max r s := continuous_const.max continuous_id
  have hc : Continuous fun s : ℝ => s ^ 2 / max r s :=
    hf.div hg (fun s => (lt_of_lt_of_le hr (le_max_left r s)).ne')
  -- split the shells at `s = r`
  have hsplit := intervalIntegral.integral_add_adjacent_intervals
    (μ := MeasureTheory.volume) (hc.intervalIntegrable 0 r) (hc.intervalIntegrable r R)
  rw [ballPotential, ← hsplit, inner_shells hr le_rfl, outer_shells hr h]
  field_simp
  ring

/-- For `0 < r ≤ R` the point-charge potential `1 / r` minus the ball potential equals `(R - r)² (2
R + r) / (2 R³ r)`. -/
theorem screened_inside {R r : ℝ} (hr : 0 < r) (h : r ≤ R) :
    1 / r - ballPotential R r = (R - r) ^ 2 * (2 * R + r) / (2 * R ^ 3 * r) := by
  have hR0 : R ≠ 0 := (hr.trans_le h).ne'
  have hr0 : r ≠ 0 := hr.ne'
  rw [ballPotential_inside hr h]
  field_simp
  ring

/-- For `R > 0` and `r > 0`, the ball potential is `(3 R² - r²) / (2 R³)` for `r ≤ R` and `1 / r`
for `r ≥ R`; it never exceeds `1 / r`, and equals `1 / r` exactly when `r ≥ R`. -/
theorem uniform_ball_screening {R r : ℝ} (hR : 0 < R) (hr : 0 < r) :
    (r ≤ R → ballPotential R r = (3 * R ^ 2 - r ^ 2) / (2 * R ^ 3)) ∧
    (R ≤ r → ballPotential R r = 1 / r) ∧
    ballPotential R r ≤ 1 / r ∧
    (ballPotential R r = 1 / r ↔ R ≤ r) := by
  -- strictly inside, the difference is strictly positive
  have hlt : r < R → ballPotential R r < 1 / r := by
    intro h
    have hd : 0 < R - r := sub_pos.mpr h
    have hpos : 0 < (R - r) ^ 2 * (2 * R + r) / (2 * R ^ 3 * r) := by positivity
    have hs := screened_inside hr h.le
    linarith
  refine ⟨ballPotential_inside hr, ballPotential_outside hR, ?_, ?_, ballPotential_outside hR⟩
  · rcases lt_or_ge r R with h | h
    · exact (hlt h).le
    · exact (ballPotential_outside hR h).le
  · intro he
    rcases lt_or_ge r R with h | h
    · exact absurd he (hlt h).ne
    · exact h

/-- Scaling both the radius of the ball and the distance by `c > 0` divides the potential
by `c`. -/
theorem ballPotential_scaling {R r c : ℝ} (hR : 0 < R) (hr : 0 < r) (hc : 0 < c) :
    ballPotential (c * R) (c * r) = ballPotential R r / c := by
  have hR0 : R ≠ 0 := hR.ne'
  have hr0 : r ≠ 0 := hr.ne'
  have hc0 : c ≠ 0 := hc.ne'
  rcases le_total r R with h | h
  · rw [ballPotential_inside hr h,
      ballPotential_inside (mul_pos hc hr) (mul_le_mul_of_nonneg_left h hc.le)]
    field_simp
  · rw [ballPotential_outside hR h,
      ballPotential_outside (mul_pos hc hR) (mul_le_mul_of_nonneg_left h hc.le)]
    field_simp

/-- Gauss's law for the ball: at every `r > 0` the radial derivative of the potential is minus
the enclosed charge divided by `r²`. -/
theorem gauss_law {R r : ℝ} (hR : 0 < R) (hr : 0 < r) :
    HasDerivAt (ballPotential R) (-(enclosedCharge R r / r ^ 2)) r := by
  have hR0 : R ≠ 0 := hR.ne'
  have hr0 : r ≠ 0 := hr.ne'
  -- derivative of the interior formula
  have hin : r ≤ R → HasDerivWithinAt (ballPotential R) (-(enclosedCharge R r / r ^ 2))
      (Ioc 0 R) r := by
    intro h
    have h0 : HasDerivAt (fun x : ℝ => x ^ 2) (2 * r) r := by
      simpa using hasDerivAt_pow 2 r
    have h1 : HasDerivAt (fun x : ℝ => (3 * R ^ 2 - x ^ 2) / (2 * R ^ 3))
        (-(enclosedCharge R r / r ^ 2)) r := by
      refine ((h0.const_sub (3 * R ^ 2)).div_const (2 * R ^ 3)).congr_deriv ?_
      have e : r ^ 3 = r * r ^ 2 := by ring
      rw [enclosedCharge, min_eq_left h, div_right_comm (r ^ 3), e,
        mul_div_cancel_right₀ r (pow_ne_zero 2 hr0)]
      ring
    exact h1.hasDerivWithinAt.congr (fun x hx => ballPotential_inside hx.1 hx.2)
      (ballPotential_inside hr h)
  -- derivative of the exterior formula
  have hout : R ≤ r → HasDerivWithinAt (ballPotential R) (-(enclosedCharge R r / r ^ 2))
      (Ici R) r := by
    intro h
    have h1 : HasDerivAt (fun x : ℝ => x⁻¹) (-(enclosedCharge R r / r ^ 2)) r := by
      refine (hasDerivAt_inv hr0).congr_deriv ?_
      rw [enclosedCharge, min_eq_right h, div_self (pow_ne_zero 3 hR0), one_div]
    exact h1.hasDerivWithinAt.congr
      (fun x hx => (ballPotential_outside hR hx).trans (one_div x))
      ((ballPotential_outside hR h).trans (one_div r))
  rcases lt_trichotomy r R with h | h | h
  · exact (hin h.le).hasDerivAt (mem_of_superset (Ioo_mem_nhds hr h) Ioo_subset_Ioc_self)
  · -- on the surface the two one-sided derivatives agree
    refine ((hin h.le).union (hout h.ge)).hasDerivAt
      (mem_of_superset (Ioi_mem_nhds hr) fun x hx => ?_)
    rcases le_total x R with hx' | hx'
    · exact Or.inl ⟨hx, hx'⟩
    · exact Or.inr hx'
  · exact (hout h.le).hasDerivAt (mem_of_superset (Ioi_mem_nhds h) Ioi_subset_Ici_self)

/-- The self-energy of the uniformly charged ball of radius `R` is `3 / (5 R)`. -/
theorem selfEnergy_eq {R : ℝ} (hR : 0 < R) : selfEnergy R = 3 / (5 * R) := by
  have hR0 : R ≠ 0 := hR.ne'
  have h : ∫ r in (0 : ℝ)..R, r ^ 2 * ballPotential R r
      = ∫ r in (0 : ℝ)..R, (3 / (2 * R) * r ^ 2 - 1 / (2 * R ^ 3) * r ^ 4) := by
    apply intervalIntegral.integral_congr
    intro r hr
    rw [uIcc_of_le hR.le] at hr
    show r ^ 2 * ballPotential R r = 3 / (2 * R) * r ^ 2 - 1 / (2 * R ^ 3) * r ^ 4
    rcases hr.1.eq_or_lt with h0 | h0
    · rw [← h0]
      simp
    · have k : 3 / (2 * R) = 3 * R ^ 2 / (2 * R ^ 3) :=
        (div_eq_div_iff (by positivity) (by positivity)).mpr (by ring)
      rw [ballPotential_inside h0 hr.2, k]
      ring
  have i1 : IntervalIntegrable (fun r : ℝ => 3 / (2 * R) * r ^ 2) MeasureTheory.volume 0 R :=
    Continuous.intervalIntegrable (by fun_prop) 0 R
  have i2 : IntervalIntegrable (fun r : ℝ => 1 / (2 * R ^ 3) * r ^ 4) MeasureTheory.volume 0 R :=
    Continuous.intervalIntegrable (by fun_prop) 0 R
  have p2 : ∫ r in (0 : ℝ)..R, r ^ 2 = R ^ 3 / 3 := by
    rw [integral_pow]
    norm_num
  have p4 : ∫ r in (0 : ℝ)..R, r ^ 4 = R ^ 5 / 5 := by
    rw [integral_pow]
    norm_num
  rw [selfEnergy, h, intervalIntegral.integral_sub i1 i2, intervalIntegral.integral_const_mul,
    intervalIntegral.integral_const_mul, p2, p4]
  have u : R * R⁻¹ = 1 := mul_inv_cancel₀ hR0
  linear_combination (R⁻¹ * (3 / 4 * ((R * R⁻¹) ^ 2 + R * R⁻¹ + 1)
    - 3 / 20 * ((R * R⁻¹) ^ 4 + (R * R⁻¹) ^ 3 + (R * R⁻¹) ^ 2 + R * R⁻¹ + 1))) * u

end

end UniformBallScreening
```

```lean
#print axioms UniformBallScreening.uniform_ball_screening
-- 'UniformBallScreening.uniform_ball_screening' depends on axioms: [propext, Classical.choice, Quot.sound]
#print axioms UniformBallScreening.ballPotential_scaling
-- 'UniformBallScreening.ballPotential_scaling' depends on axioms: [propext, Classical.choice, Quot.sound]
#print axioms UniformBallScreening.gauss_law
-- 'UniformBallScreening.gauss_law' depends on axioms: [propext, Classical.choice, Quot.sound]
#print axioms UniformBallScreening.selfEnergy_eq
-- 'UniformBallScreening.selfEnergy_eq' depends on axioms: [propext, Classical.choice, Quot.sound]
```

## From the shell integrals to the theorems

`inner_shells` and `outer_shells` are the two elementary integrals. Each uses `intervalIntegral.integral_congr` to replace the integrand on the interval of integration, resolving the maximum by `max_eq_left` or `max_eq_right`, and then integrates by `integral_pow` or `integral_id`. In the outer case \(s \ge r > 0\) justifies cancelling \(s^2/s\) to \(s\).

`ballPotential_outside` applies `inner_shells` with \(a = R\). `ballPotential_inside` has to justify the split at \(s = r\): the integrand is continuous because \(\max(r,s) \ge r > 0\) (this is `hc`), hence integrable on both parts, and `integral_add_adjacent_intervals` adds them. The two lemmas are then inserted with \(a = r\) and \(b = R\), and `field_simp` and `ring` do the algebra. `screened_inside` is the factorised difference.

In `uniform_ball_screening` the step `hlt` obtains strict positivity of that difference for \(r < R\) by `positivity` and turns it into \(V < 1/r\). The bound follows by the cases \(r < R\) and \(r \ge R\). For the equivalence, equality at \(r < R\) would contradict `hlt`, and the converse is the exterior formula. `ballPotential_scaling` takes the cases \(r \le R\) and \(R \le r\) and rewrites both sides by the same closed form.

`gauss_law` differentiates each closed form and transfers the result to \(V\) on the set where that form holds: `hin` gives the derivative within `Ioc 0 R`, the interval \((0,R]\), and `hout` within `Ici R`, the ray \([R,\infty)\). For \(r \ne R\) one of these sets is already a neighbourhood of \(r\). For \(r = R\) both apply with the same value, their union contains all positive reals and so is a neighbourhood of \(R\), which yields the two-sided derivative.

`selfEnergy_eq` replaces \(r^2 V\) by the polynomial above on \([0,R]\). The endpoint \(r = 0\) is treated separately, since the interior formula was proved for \(r > 0\), and there the factor \(r^2\) makes both sides vanish. The integrals `p2` and `p4` are \(R^3/3\) and \(R^5/5\), and the closing `linear_combination` reduces the sum to \(3/(5R)\) using \(R \cdot R^{-1} = 1\).
